# A Lorentzian spectrometer of phase half-width $w$ lowers the round-trip log amplitude gain read from cavity-fringe contrast by $w$

The net round-trip gain of a cavity below threshold can be read from the contrast of its fringes. The rule studied here uses only the intensities at round-trip phases $0$ and $\pi$. Applied to an ideal fringe, it returns $\ln a$, where $a$ is the factor by which the field amplitude changes in one round trip, with $0<a<1$. Applied to the same fringe seen through a Lorentzian response of half-width $w>0$ in round-trip phase, it returns $\ln a-w$.

## Fringe, spectrometer and extraction rule

```lean
import Mathlib

open MeasureTheory Set
open Complex (I exp)
open scoped Real FourierTransform

namespace CavityFringeResolution

noncomputable section
```

In what follows, `I` is the imaginary unit, `exp` is the complex exponential, and `Real.exp` is the real one.

```lean
/-- Cavity fringe shape at round-trip phase `x` for round-trip amplitude factor `a`, `|a| < 1`. -/
def fringe (a x : ℝ) : ℝ := (1 - a ^ 2) / (1 - 2 * a * Real.cos x + a ^ 2)
```

This defines
$$P_a(x)=\frac{1-a^2}{1-2a\cos x+a^2},$$
with $x$ the round-trip phase. Successive round trips add up to the field $1+ae^{ix}+a^2e^{2ix}+\dots=1/(1-ae^{ix})$, whose squared modulus is $1/(1-2a\cos x+a^2)$. The numerator $1-a^2$ fixes the mean over a period at 1. The definition accepts every real `a`; restrictions appear as hypotheses of the theorems.

```lean
/-- Lorentzian spectrometer response of half-width `w > 0`, in units of round-trip phase. -/
def lineShape (w u : ℝ) : ℝ := (w / π) / (u ^ 2 + w ^ 2)
```

The spectrometer response is $L_w(u)=(w/\pi)/(u^2+w^2)$, with half-width at half-maximum $w$ measured in round-trip phase.

```lean
/-- The spectrum `S` as recorded with a Lorentzian response of half-width `w > 0`. -/
def measured (w : ℝ) (S : ℝ → ℝ) (x : ℝ) : ℝ := ∫ u, S (x + u) * lineShape w u
```

The recorded spectrum is $\int_{-\infty}^{\infty}S(x+u)\,L_w(u)\,du$. When $S$ is a fringe, a single $a$ serves for all $u$, so the model neglects any variation of gain across the response, including its tails.

```lean
/-- Round-trip log gain extracted from the intensities at phases `0` and `π`,
for spectra with `S 0 > S π ≥ 0`. -/
def contrastLogGain (S : ℝ → ℝ) : ℝ :=
  Real.log ((√(S 0) - √(S π)) / (√(S 0) + √(S π)))
```

The rule is
$$\ln\frac{\sqrt{S(0)}-\sqrt{S(\pi)}}{\sqrt{S(0)}+\sqrt{S(\pi)}}.$$
For $0<a<1$ the denominator of $P_a$ is smallest at $x=0$ and largest at $x=\pi$, so these are the peak and valley an experimenter would read off. The theorems simply evaluate at the two phases and do not search for extrema.

## The Lorentzian damps each harmonic

```lean
/-- The Lorentzian response of half-width `w > 0` is integrable. -/
theorem integrable_lineShape {w : ℝ} (hw : 0 < w) : Integrable (lineShape w) := by
  have h := (integrable_inv_one_add_sq.comp_div hw.ne').const_mul (1 / (π * w))
  refine h.congr (ae_of_all _ fun u => ?_)
  have e : 1 + (u / w) ^ 2 = (u ^ 2 + w ^ 2) / w ^ 2 := by
    rw [div_pow, add_div, div_self (pow_ne_zero 2 hw.ne'), add_comm]
  have hD : u ^ 2 + w ^ 2 ≠ 0 := by positivity
  simp only [lineShape]
  rw [e, inv_div]
  field_simp
```

A theorem lists its variables and hypotheses, then its claim after the colon, then its proof after `:= by`. Here `hw` is the hypothesis $w>0$, and the claim is that $L_w$ is integrable. By hand, $L_w(u)=\frac{1}{\pi w}\,\frac{1}{1+(u/w)^2}$, a rescaled copy of $1/(1+v^2)$, which Mathlib knows to be integrable.

```lean
/-- An oscillation of frequency `q`, damped on both sides at rate `p > 0`, integrates to a
Lorentzian in `q`. -/
theorem integral_damped {p : ℝ} (hp : 0 < p) (q : ℝ) :
    ∫ t : ℝ, exp (-((p : ℂ) * (|t| : ℝ)) + q * t * I) = ((2 * p / (p ^ 2 + q ^ 2) : ℝ) : ℂ) := by
  have hr : (-(p : ℂ) + q * I).re < 0 := by simpa using hp
  have hl : 0 < ((p : ℂ) + q * I).re := by simpa using hp
  -- on each half-line the integrand is a plain complex exponential
  have er : EqOn (fun t : ℝ => exp (-((p : ℂ) * (|t| : ℝ)) + q * t * I))
      (fun t : ℝ => exp ((-(p : ℂ) + q * I) * t)) (Ioi 0) := fun t ht => by
    simp only [abs_of_pos (mem_Ioi.1 ht)]
    ring_nf
  have el : EqOn (fun t : ℝ => exp (-((p : ℂ) * (|t| : ℝ)) + q * t * I))
      (fun t : ℝ => exp (((p : ℂ) + q * I) * t)) (Iic 0) := fun t ht => by
    simp only [abs_of_nonpos (mem_Iic.1 ht), Complex.ofReal_neg]
    ring_nf
  rw [← intervalIntegral.integral_Iic_add_Ioi
      ((integrableOn_exp_mul_complex_Iic hl 0).congr_fun el.symm measurableSet_Iic)
      ((integrableOn_exp_mul_complex_Ioi hr 0).congr_fun er.symm measurableSet_Ioi),
    setIntegral_congr_fun measurableSet_Iic el, setIntegral_congr_fun measurableSet_Ioi er,
    integral_exp_mul_complex_Iic hl, integral_exp_mul_complex_Ioi hr]
  have h1 : (p : ℂ) + q * I ≠ 0 := fun h => by simp [h] at hl
  have h2 : -(p : ℂ) + q * I ≠ 0 := fun h => by simp [h] at hr
  have h3 : (p : ℂ) ^ 2 + (q : ℂ) ^ 2 ≠ 0 := by
    exact_mod_cast (by positivity : (p ^ 2 + q ^ 2 : ℝ) ≠ 0)
  simp only [Complex.ofReal_zero, mul_zero, Complex.exp_zero]
  push_cast
  rw [div_add_div _ _ h1 h2, div_eq_div_iff (mul_ne_zero h1 h2) h3]
  linear_combination (-2 * (p : ℂ) * (q : ℂ) ^ 2) * Complex.I_sq
```

For $p>0$ and real $q$,
$$\int_{-\infty}^{\infty}e^{-p|t|+iqt}\,dt=\frac{1}{p+iq}+\frac{1}{p-iq}=\frac{2p}{p^2+q^2}.$$
The two fractions come from $t\le 0$ and $t>0$. In the proof, `el` and `er` remove the absolute value on each half-line, Mathlib supplies the two exponential integrals, and the last two lines add the fractions, using $i^2=-1$.

```lean
/-- The Fourier transform of the Lorentzian response of half-width `w > 0` is `exp (-w |k|)`. -/
theorem lineShape_fourier {w : ℝ} (hw : 0 < w) (k : ℝ) :
    ∫ u : ℝ, exp (((k * u : ℝ) : ℂ) * I) * (lineShape w u : ℂ)
      = ((Real.exp (-(w * |k|)) : ℝ) : ℂ) := by
  obtain ⟨p, hpe⟩ : ∃ p, p = 2 * π * w := ⟨_, rfl⟩
  have hp : 0 < p := by rw [hpe]; positivity
  obtain ⟨f, hf⟩ : ∃ f : ℝ → ℂ, f = fun t => exp (-((p : ℂ) * (|t| : ℝ))) := ⟨_, rfl⟩
  have hcont : Continuous f := by rw [hf]; fun_prop
  have hint : Integrable f := by
    by_contra hc
    have h0 := integral_damped hp 0
    simp only [Complex.ofReal_zero, zero_mul, add_zero] at h0
    rw [← hf, integral_undef hc] at h0
    exact (Complex.ofReal_ne_zero.2 (by positivity)) h0.symm
  have hF : 𝓕 f = fun ξ : ℝ => (lineShape w ξ : ℂ) := by
    funext ξ
    have h := integral_damped hp (-(2 * π * ξ))
    have e : 2 * p / (p ^ 2 + (-(2 * π * ξ)) ^ 2) = lineShape w ξ := by
      rw [hpe, lineShape, div_div, div_eq_div_iff (by positivity) (by positivity)]
      ring
    rw [e] at h
    rw [Real.fourier_eq', hf]
    refine Eq.trans (integral_congr_ae (ae_of_all _ fun t => ?_)) h
    simp only [smul_eq_mul, ← Complex.exp_add, RCLike.inner_apply, conj_trivial]
    push_cast
    ring_nf
  -- Fourier inversion, evaluated at frequency `k / 2π`
  have h := congrFun (hcont.fourierInv_fourier_eq hint
    (by rw [hF]; exact (integrable_lineShape hw).ofReal)) (k / (2 * π))
  have e (u : ℝ) : 2 * π * inner ℝ u (k / (2 * π)) = k * u := by
    simp only [RCLike.inner_apply, conj_trivial]
    field_simp
  have e2 : p * |k / (2 * π)| = w * |k| := by
    rw [hpe, abs_div, abs_of_pos (by positivity : 0 < 2 * π)]
    field_simp
  rw [hF, Real.fourierInv_eq'] at h
  simp only [smul_eq_mul, e] at h
  rw [h, hf]
  simp only [← Complex.ofReal_mul, e2, ← Complex.ofReal_neg, ← Complex.ofReal_exp]
```

This is the Lorentzian's own transform:
$$\int_{-\infty}^{\infty}e^{iku}L_w(u)\,du=e^{-w|k|}.$$
Mathlib's convention is $\hat f(\xi)=\int e^{-2\pi i t\xi}f(t)\,dt$. Take $f(t)=e^{-p|t|}$ with $p=2\pi w$. The previous result gives
$$\hat f(\xi)=\frac{2p}{p^2+4\pi^2\xi^2}=L_w(\xi),$$
which is `hF`. Fourier inversion then says $f(t)=\int e^{2\pi i\xi t}L_w(\xi)\,d\xi$, and $t=k/2\pi$ gives the claim.

The inversion theorem used here assumes that $f$ is continuous (`hcont`) and that both $f$ and $\hat f$ are integrable. The proof of `hint` uses a Lean convention: a non-integrable function has integral $0$, whereas the integral of $f$ is already known to be $2/p\neq0$.

## Resumming the round trips

```lean
/-- Averaging the summed round-trip field `1 / (1 - z exp (i u))`, `‖z‖ < 1`, over a Lorentzian
phase spread of half-width `w > 0` replaces `z` by `z exp (-w)`; the integrand is integrable. -/
theorem average_field {z : ℂ} {w : ℝ} (hz : ‖z‖ < 1) (hw : 0 < w) :
    Integrable (fun u : ℝ => (1 - z * exp (u * I))⁻¹ * (lineShape w u : ℂ)) ∧
    ∫ u : ℝ, (1 - z * exp (u * I))⁻¹ * (lineShape w u : ℂ)
      = (1 - z * (Real.exp (-w) : ℝ))⁻¹ := by
  have hi (n : ℕ) : Integrable
      (fun u : ℝ => exp ((((n : ℝ) * u : ℝ) : ℂ) * I) * (lineShape w u : ℂ)) := by
    by_contra hc
    have h0 := lineShape_fourier hw n
    rw [integral_undef hc] at h0
    exact (Complex.ofReal_ne_zero.2 (Real.exp_pos _).ne') h0.symm
  have hn (n : ℕ) (u : ℝ) : ‖z ^ n * (exp ((((n : ℝ) * u : ℝ) : ℂ) * I) * (lineShape w u : ℂ))‖
      = ‖z‖ ^ n * |lineShape w u| := by
    rw [norm_mul, norm_mul, norm_pow, Complex.norm_exp_ofReal_mul_I, one_mul, Complex.norm_real,
      Real.norm_eq_abs]
  -- absolute convergence allows the exchange of sum and integral
  have h := hasSum_integral_of_summable_integral_norm (fun n => (hi n).const_mul (z ^ n)) (by
    simp only [hn, integral_const_mul]
    exact (summable_geometric_of_lt_one (norm_nonneg z) hz).mul_right _)
  have ht (u : ℝ) : ∑' n : ℕ, z ^ n * (exp ((((n : ℝ) * u : ℝ) : ℂ) * I) * (lineShape w u : ℂ))
      = (1 - z * exp (u * I))⁻¹ * (lineShape w u : ℂ) := by
    have hq : ‖z * exp (u * I)‖ < 1 := by
      rwa [norm_mul, Complex.norm_exp_ofReal_mul_I, mul_one]
    rw [← ((hasSum_geometric_of_norm_lt_one hq).mul_right (lineShape w u : ℂ)).tsum_eq]
    refine tsum_congr fun n => ?_
    rw [mul_pow, ← Complex.exp_nat_mul, Complex.ofReal_mul, Complex.ofReal_natCast,
      mul_assoc (n : ℂ), mul_assoc (z ^ n)]
  have hd (n : ℕ) : z ^ n * ((Real.exp (-(w * |(n : ℝ)|)) : ℝ) : ℂ)
      = (z * (Real.exp (-w) : ℝ)) ^ n := by
    rw [mul_pow, ← Complex.ofReal_pow, ← Real.exp_nat_mul, abs_of_nonneg (Nat.cast_nonneg n),
      show (n : ℝ) * -w = -(w * n) by ring]
  have hb : ‖z * (Real.exp (-w) : ℝ)‖ < 1 := by
    rw [norm_mul, Complex.norm_real, Real.norm_of_nonneg (Real.exp_pos _).le]
    exact mul_lt_one_of_nonneg_of_lt_one_left (norm_nonneg z) hz
      (Real.exp_le_one_iff.2 (by linarith))
  simp only [integral_const_mul, lineShape_fourier hw, ht, hd] at h
  have hv := h.unique (hasSum_geometric_of_norm_lt_one hb)
  refine ⟨?_, hv⟩
  by_contra hc
  rw [integral_undef hc] at hv
  have h1 := sub_eq_zero.1 (inv_eq_zero.1 hv.symm)
  rw [← h1, norm_one] at hb
  exact lt_irrefl _ hb
```

For complex $z$ with $|z|<1$, the symbol `∧` joins two claims: the integrand below is integrable, and
$$\int_{-\infty}^{\infty}\frac{L_w(u)}{1-ze^{iu}}\,du=\sum_{n=0}^{\infty}z^n\int_{-\infty}^{\infty}e^{inu}L_w(u)\,du=\sum_{n=0}^{\infty}(ze^{-w})^n=\frac{1}{1-ze^{-w}}.$$
Sum and integral may be exchanged because $\sum_n|z|^n\int|L_w|\,du$ is finite. In Lean, `hn` computes the norm of each term, `h` performs the exchange, `ht` sums the series under the integral, and `hd` combines the damping factors into an $n$th power.

```lean
/-- For `|a| < 1` the fringe is `2 Re (1 / (1 - a exp (i x))) - 1`. -/
theorem fringe_eq_re {a : ℝ} (ha : |a| < 1) (x : ℝ) :
    fringe a x = 2 * ((1 - (a : ℂ) * exp (x * I))⁻¹).re - 1 := by
  have hac : a * Real.cos x < 1 := (le_abs_self _).trans_lt (by
    rw [abs_mul]
    exact mul_lt_one_of_nonneg_of_lt_one_left (abs_nonneg a) ha (Real.abs_cos_le_one x))
  have e : 1 - 2 * a * Real.cos x + a ^ 2 = (1 - a * Real.cos x) ^ 2 + (a * Real.sin x) ^ 2 := by
    linear_combination (-(a ^ 2)) * Real.sin_sq_add_cos_sq x
  have hD : 1 - 2 * a * Real.cos x + a ^ 2 ≠ 0 := by
    rw [e]
    exact (add_pos_of_pos_of_nonneg (pow_pos (sub_pos.2 hac) 2) (sq_nonneg _)).ne'
  have hn : Complex.normSq (1 - (a : ℂ) * exp (x * I)) = 1 - 2 * a * Real.cos x + a ^ 2 := by
    rw [e, Complex.normSq_apply, Complex.sub_re, Complex.sub_im, Complex.re_ofReal_mul,
      Complex.im_ofReal_mul, Complex.exp_ofReal_mul_I_re, Complex.exp_ofReal_mul_I_im,
      Complex.one_re, Complex.one_im]
    ring
  have key := div_mul_cancel₀ (1 - a * Real.cos x) hD
  rw [Complex.inv_re, hn, Complex.sub_re, Complex.one_re, Complex.re_ofReal_mul,
    Complex.exp_ofReal_mul_I_re, fringe, div_eq_iff hD]
  linear_combination (-2) * key
```

For $|a|<1$, $P_a(x)=2\,\mathrm{Re}\,\dfrac{1}{1-ae^{ix}}-1$. Write $D=1-2a\cos x+a^2=|1-ae^{ix}|^2$, which is `hn`. The real part is $(1-a\cos x)/D$, so the right-hand side equals
$$\frac{2(1-a\cos x)-D}{D}=\frac{1-a^2}{D}.$$
Division by $D$ is allowed because $D=(1-a\cos x)^2+(a\sin x)^2$ and $a\cos x<1$; this is `hD`.

```lean
/-- For `|a| < 1`, a Lorentzian response of half-width `w > 0` turns the fringe of round-trip
factor `a` into exactly the fringe of round-trip factor `a exp (-w)`. -/
theorem measured_fringe {a w : ℝ} (ha : |a| < 1) (hw : 0 < w) (x : ℝ) :
    measured w (fringe a) x = fringe (a * Real.exp (-w)) x := by
  have hb : |a * Real.exp (-w)| < 1 := by
    rw [abs_mul, abs_of_pos (Real.exp_pos _)]
    exact mul_lt_one_of_nonneg_of_lt_one_left (abs_nonneg a) ha
      (Real.exp_le_one_iff.2 (by linarith))
  have hz : ‖(a : ℂ) * exp (x * I)‖ < 1 := by
    rwa [norm_mul, Complex.norm_exp_ofReal_mul_I, mul_one, Complex.norm_real, Real.norm_eq_abs]
  obtain ⟨hi, hv⟩ := average_field hz hw
  have hr := Complex.reCLM.integrable_comp hi
  have hc := Complex.reCLM.integral_comp_comm hi
  simp only [Complex.reCLM_apply] at hr hc
  have h1 := lineShape_fourier hw 0
  simp only [zero_mul, Complex.ofReal_zero, Complex.exp_zero, one_mul, abs_zero, mul_zero,
    neg_zero, Real.exp_zero, integral_complex_ofReal] at h1
  have hp (u : ℝ) : fringe a (x + u) * lineShape w u
      = 2 * ((1 - (a : ℂ) * exp (x * I) * exp (u * I))⁻¹ * (lineShape w u : ℂ)).re
        - lineShape w u := by
    rw [fringe_eq_re ha, Complex.re_mul_ofReal, mul_assoc (a : ℂ), ← Complex.exp_add, ← add_mul,
      ← Complex.ofReal_add]
    ring
  simp only [measured, hp]
  rw [integral_sub (hr.const_mul 2) (integrable_lineShape hw), integral_const_mul, hc, hv,
    Complex.ofReal_injective h1, fringe_eq_re hb, Complex.ofReal_mul, mul_right_comm]
```

For $|a|<1$ and $w>0$, the recorded fringe is exactly $P_b$ with $b=ae^{-w}$. Put $z=ae^{ix}$ in the field average:
$$\int_{-\infty}^{\infty}P_a(x+u)L_w(u)\,du=2\,\mathrm{Re}\,\frac{1}{1-ae^{-w}e^{ix}}-1=P_b(x).$$
The final $-1$ uses $\int L_w\,du=1$, the case $k=0$ of the transform (`h1`). The step `hp` rewrites the integrand as a real part, and `hc` takes the real part outside the integral.

The condition $|a|\le1$ would not be enough. At $a=1$ the numerator $1-a^2$ vanishes, so $P_1$ is zero away from multiples of $2\pi$ and its average is $0$, while $P_{e^{-w}}$ is positive everywhere. Only the formula at $a=1$ itself fails: as $a\to1$ from below, the recorded fringe $P_{ae^{-w}}$ tends to $P_{e^{-w}}$.

## Reading the gain from the contrast

```lean
/-- On an ideal fringe of any intensity `c > 0` with `0 < a < 1`, the contrast rule returns the
round-trip log gain `ln a`. -/
theorem contrastLogGain_fringe {a c : ℝ} (h0 : 0 < a) (h1 : a < 1) (hc : 0 < c) :
    contrastLogGain (fun x => c * fringe a x) = Real.log a := by
  have hm : 0 < 1 - a := sub_pos.2 h1
  have hp : 0 < 1 + a := by linarith
  have hq := mul_pos hm hp
  obtain ⟨s, hs, hsc⟩ : ∃ s : ℝ, 0 < s ∧ s ^ 2 * ((1 - a) * (1 + a)) = c :=
    ⟨√(c / ((1 - a) * (1 + a))), Real.sqrt_pos.2 (div_pos hc hq), by
      rw [Real.sq_sqrt (div_pos hc hq).le, div_mul_cancel₀ _ hq.ne']⟩
  -- both intensities are perfect squares
  have e0 : c * fringe a 0 = ((1 + a) * s) ^ 2 := by
    rw [fringe, Real.cos_zero, show 1 - 2 * a * 1 + a ^ 2 = (1 - a) ^ 2 by ring,
      ← mul_div_assoc, div_eq_iff (pow_ne_zero 2 hm.ne'), ← hsc]
    ring
  have e1 : c * fringe a π = ((1 - a) * s) ^ 2 := by
    rw [fringe, Real.cos_pi, show 1 - 2 * a * (-1) + a ^ 2 = (1 + a) ^ 2 by ring,
      ← mul_div_assoc, div_eq_iff (pow_ne_zero 2 hp.ne'), ← hsc]
    ring
  have e : ((1 + a) * s - (1 - a) * s) / ((1 + a) * s + (1 - a) * s) = a := by
    rw [div_eq_iff (add_pos (mul_pos hp hs) (mul_pos hm hs)).ne']
    ring
  simp only [contrastLogGain]
  rw [e0, e1, Real.sqrt_sq (mul_pos hp hs).le, Real.sqrt_sq (mul_pos hm hs).le, e]
```

Here `c` is an unknown overall intensity $c>0$, and `fun x => c * fringe a x` is the function $x\mapsto c\,P_a(x)$. At the two phases,
$$cP_a(0)=c\,\frac{1+a}{1-a},\qquad cP_a(\pi)=c\,\frac{1-a}{1+a}.$$
With $s=\sqrt{c/((1-a)(1+a))}$ these are $((1+a)s)^2$ and $((1-a)s)^2$, the equalities `e0` and `e1`. The ratio in the rule is then $2as/2s=a$, so the rule returns $\ln a$ for every $c$.

```lean
/-- For `0 < a < 1` and intensity `c > 0`, a spectrometer of Lorentzian half-width `w > 0` lowers
the log gain extracted from the fringe contrast from `ln a` to `ln a - w`. -/
theorem contrastLogGain_measured {a c w : ℝ} (h0 : 0 < a) (h1 : a < 1) (hc : 0 < c)
    (hw : 0 < w) :
    contrastLogGain (measured w (fun x => c * fringe a x)) = Real.log a - w := by
  have hm : measured w (fun x => c * fringe a x)
      = fun x => c * fringe (a * Real.exp (-w)) x := by
    funext x
    rw [← measured_fringe (by rwa [abs_of_pos h0]) hw x]
    simp only [measured, mul_assoc, integral_const_mul]
  have hb : a * Real.exp (-w) < 1 := mul_lt_one_of_nonneg_of_lt_one_left h0.le h1
    (Real.exp_le_one_iff.2 (by linarith))
  rw [hm, contrastLogGain_fringe (mul_pos h0 (Real.exp_pos _)) hb hc,
    Real.log_mul h0.ne' (Real.exp_pos _).ne', Real.log_exp, sub_eq_add_neg]

end

end CavityFringeResolution
```

The constant $c$ passes through the integral, so the recorded spectrum is $cP_b$ with $b=ae^{-w}$; this is `hm`. Since $0<b<1$, the previous theorem applies and gives
$$\ln b=\ln(ae^{-w})=\ln a-w.$$

Because $a$ multiplies the amplitude, the round-trip log gain in power, $2\ln a$, is lowered by $2w$. The factor $a$ contains the mirror and internal losses as well as the gain of the medium, so a computed gain must be combined with those losses before it is compared with $\ln a$. In such a comparison, adding $w$ to the extracted $\ln a$ removes the resolution error, within this model of a single fringe pattern with constant $a<1$ and a purely Lorentzian response. A Gaussian response, for example, damps the harmonics differently, and the correction would have to be worked out afresh.

```lean
#print axioms CavityFringeResolution.contrastLogGain_measured
```

```
'CavityFringeResolution.contrastLogGain_measured' depends on axioms: [propext, Classical.choice, Quot.sound]
```
